# The out-of-plane permittivity assigned to a slab diverges as its assumed thickness decreases to a threshold

A supercell of height L contains a slab, with vacuum filling the rest of the height. If the slab and the vacuum are treated as capacitors in series, the slab is assigned the out-of-plane relative permittivity 1/(1 − (L/d)(1 − 1/B)). Here B is the out-of-plane relative permittivity of the whole supercell and d is the thickness assumed for the slab. The declaration `outOfPlane_diverges` states that, for fixed real L > 0 and B > 1, this value tends to +∞ as d decreases to the threshold L(1 − 1/B). The proof first shows that d minus the threshold tends to zero through positive values, so that the threshold divided by this difference tends to +∞. It then shows that the assigned permittivity is at least as large as that quotient.

As first written in Lean, the proof fails:

```lean
import Mathlib

open Filter Topology

namespace OutOfPlaneDiverges

noncomputable section

/-- Out-of-plane permittivity assigned to a slab of assumed thickness `d`, from the out-of-plane
permittivity `B` of a supercell of height `L`; the domain is `B ≠ 0`, `d ≠ 0` and
`d ≠ L (1 - 1/B)`. -/
def outOfPlane (L B d : ℝ) : ℝ := 1 / (1 - (L / d) * (1 - 1 / B))

/-- The threshold thickness `L (1 - 1/B)`, for `B ≠ 0`. -/
def threshold (L B : ℝ) : ℝ := L * (1 - 1 / B)

variable {L A B d : ℝ}

/-- For a nonzero thickness away from the threshold, the out-of-plane permittivity times the
distance `d - threshold` equals `d`. -/
theorem outOfPlane_mul (hd : d ≠ 0) (h : d ≠ threshold L B) :
    outOfPlane L B d * (d - threshold L B) = d := by
  have h' : d - threshold L B ≠ 0 := sub_ne_zero.mpr h
  have e : 1 - (L / d) * (1 - 1 / B) = (d - threshold L B) / d := by
    rw [sub_div, div_self hd, threshold]
    ring
  rw [outOfPlane, e, one_div_div]
  field_simp

lemma mul_threshold (hB : B ≠ 0) : B * threshold L B = B * L - L := by
  unfold threshold
  linear_combination (-L) * (mul_one_div_cancel hB)

/-- For `L > 0` and `B > 1` the threshold thickness is positive and smaller than the cell height,
and at this thickness no slab permittivity `s` satisfies the series-capacitor relation. -/
theorem threshold_singular (hL : 0 < L) (hB : 1 < B) :
    0 < threshold L B ∧ threshold L B < L ∧
      ∀ s : ℝ, L * s ≠ B * (threshold L B + (L - threshold L B) * s) := by
  have hB0 : 0 < B := by linarith
  have ht := mul_threshold (L := L) hB0.ne'
  have hpos : 0 < L * (B - 1) := mul_pos hL (sub_pos.mpr hB)
  refine ⟨?_, ?_, ?_⟩
  · by_contra hn
    nlinarith [mul_nonneg hB0.le (neg_nonneg.mpr (not_lt.mp hn))]
  · by_contra hn
    nlinarith [mul_nonneg hB0.le (sub_nonneg.mpr (not_lt.mp hn))]
  · intro s hs
    -- the unknown `s` drops out and leaves a false equation
    have h0 : B * L - L = 0 := by linear_combination -hs + (s - 1) * ht
    linarith

/-- For `L > 0` and `B > 1` the out-of-plane permittivity tends to `+∞` as the assumed thickness
decreases to the threshold. -/
theorem outOfPlane_diverges (hL : 0 < L) (hB : 1 < B) :
    Tendsto (outOfPlane L B) (𝓝[>] (threshold L B)) atTop := by
  have ht := (threshold_singular hL hB).1
  have h0 : Tendsto (fun x : ℝ => x - threshold L B) (𝓝 (threshold L B))
      (𝓝 (threshold L B - threshold L B)) :=
    Continuous.tendsto (by fun_prop) (threshold L B)
  rw [sub_self] at h0
  have h1 : Tendsto (fun x : ℝ => x - threshold L B) (𝓝[>] (threshold L B)) (𝓝[>] 0) := by
    refine tendsto_nhdsWithin_iff.mpr ⟨h0.mono_left nhdsWithin_le_nhds, ?_⟩
    filter_upwards [self_mem_nhdsWithin] with x hx
    exact sub_pos.mpr hx
  -- compare with the diverging function `threshold / (x - threshold)`
  refine tendsto_atTop_mono' _ ?_ ((tendsto_inv_nhdsGT_zero.comp h1).const_mul_atTop ht)
  filter_upwards [self_mem_nhdsWithin] with x hx
  have hx' : threshold L B < x := hx
  change threshold L B * (x - threshold L B)⁻¹ ≤ outOfPlane L B x
  rw [← div_eq_mul_inv, div_le_iff₀ (sub_pos.mpr hx'),
    outOfPlane_mul (ht.trans hx').ne' hx'.ne']
  exact hx'.le

end

end OutOfPlaneDiverges
```

Messages:

```
Main.lean:64:22: error: Application type mismatch: The argument
  hx
has type
  x ∈ Set.Ioi (threshold L B)
but is expected to have type
  ?m.139 < ?m.138
in the application
  sub_pos.mpr hx
```

Diagnosis. The error is in the step showing that `x - threshold L B` is positive for `x` above the threshold. `sub_pos.mpr` expects a proof of a strict inequality, but `hx` is stated as the membership `x ∈ Set.Ioi (threshold L B)`. This membership means `threshold L B < x` by definition. However, the two sides of the expected inequality were still unknown, as `?m.139 < ?m.138` shows. The goal, itself a membership in `Set.Ioi 0`, had not supplied them, and Lean did not unfold the membership in `hx` to find them.

The repair introduces `hx'` with the inequality written out. Lean can now check `hx` against a fully specified statement, and it accepts the two as the same by definition. `sub_pos.mpr hx'` then gives `0 < x - threshold L B`, and `Set.mem_Ioi.mpr` turns this into the membership the goal asks for. The mathematical argument is unchanged.

The mended proof, as a diff:

```diff
@@ -62,5 +62,6 @@
     refine tendsto_nhdsWithin_iff.mpr ⟨h0.mono_left nhdsWithin_le_nhds, ?_⟩
     filter_upwards [self_mem_nhdsWithin] with x hx
-    exact sub_pos.mpr hx
+    have hx' : threshold L B < x := hx
+    exact Set.mem_Ioi.mpr (sub_pos.mpr hx')
   -- compare with the diverging function `threshold / (x - threshold)`
   refine tendsto_atTop_mono' _ ?_ ((tendsto_inv_nhdsGT_zero.comp h1).const_mul_atTop ht)
```
